# The pulse A/cosh²(x/w), with A ≠ 0 and w > 0, is a KdV travelling wave of speed c exactly when c = αA/3 and αAw² = 12β

A long, weak compression pulse runs along a chain of masses joined by springs whose force has a small quadratic term besides the linear one. In a frame moving at the speed of sound, its strain u(x,t), counted positive in compression, approximately obeys the Korteweg–de Vries (KdV) equation

u_t + α u u_x + β u_xxx = 0,

where α measures the quadratic term of the force and β the dispersion of the lattice. I have learnt that a pulse of height A and width w,

f(x) = A/cosh²(x/w),

can move through such a medium at constant speed c without changing shape, and that taller pulses are faster and narrower. Are the relations between A, w and c really forced, or are they just one choice that works? I would like to see a full proof, checked by machine.

## Dividing out the slope leaves two conditions

They are forced, for every non-zero height and positive width. Put u(x,t) = f(x − ct). By the chain rule u_t = −c f′, and each x-derivative of u is the matching derivative of f, so the KdV equation becomes

−c f′ + α f f′ + β f‴ = 0.

Write z = x/w, T = tanh z and S = 1/cosh² z = 1 − T². Then f = A S, and since dT/dx = S/w,

f′ = −(2/w) T f

f″ = (4T² − 2S) f/w² = (4 − 6S) f/w².

For the third derivative, use S′ f = S f′, which holds because f is a multiple of S:

f‴ = −6 S′ f/w² + (4 − 6S) f′/w² = (4 − 12S) f′/w².

Every term of the equation now contains f′:

f′ · [−c + αA S + β(4 − 12S)/w²] = 0.

For z ≠ 0 the slope f′ is non-zero, so the bracket vanishes. Multiplying it by w² cosh² z gives

(4β − cw²) cosh² z + (αAw² − 12β) = 0 for every z ≠ 0.

Subtract the case z = 1 from the case z = 2. Since cosh² 2 ≠ cosh² 1, we get cw² = 4β, and then αAw² = 12β. Together they give c = αA/3.

Conversely, if both relations hold, then β/w² = αA/12 and the bracket is

−αA/3 + αA S + (αA/12)(4 − 12S) = 0.

Now let α > 0 and compare two such pulses with heights 0 < A₁ < A₂ in the same medium. The speed αA/3 grows with height, while A₁w₁² = A₂w₂² = 12β/α makes the taller pulse narrower. Solving for height and width at given positive α, β and c yields A = 3c/α and w = 2√(β/c).

In the linear limit α = 0, the relations force c = 0 and β = 0: a linear dispersive medium carries no rigidly moving pulse of this shape.

The condition A ≠ 0 is needed. With A = 0 and α = β = c = 1, the zero profile solves the equation, yet c = αA/3 would say 1 = 0.

## What counts as a solution in Lean

`SolvesKdV α β u` says that there are functions `ut`, `u₁`, `u₂`, `u₃` which are the time derivative and the first three space derivatives of `u` at all real positions and times, and that they satisfy the KdV equation. `IsTravellingWave α β c f` does the same for a profile `f` and the travelling-wave equation. Because the derivatives are required through `HasDerivAt`, a function with a kink cannot pass as a solution.

`profile A w` is the pulse, and `profile 1 w x` is the S used above. The main theorem, `soliton_iff`, takes arbitrary real `α`, `β` and `c`, with `A ≠ 0` and `0 < w`. The speed `c` is measured in the frame of the KdV equation, so for the chain it is the excess over the speed of sound.

The KdV equation itself is the starting point; its derivation from the masses and springs is assumed. The equation is taken on an infinite line without damping. Apart from `solvesKdV_iff_travellingWave`, which holds for any shape, the theorems concern pulses of this one shape, and nothing is proved about stability or collisions. For simulation, `soliton_of_speed` supplies a single-pulse reference for a KdV integrator. It is exact on the infinite line, so a finite or periodic box must be much longer than w. A discrete chain follows this pulse only approximately.

```lean
import Mathlib

namespace KdVSoliton

noncomputable section

/-- The field `u x t` has the derivatives that occur in the Korteweg-de Vries equation
and satisfies `u_t + α u u_x + β u_xxx = 0` at all positions and times. -/
def SolvesKdV (α β : ℝ) (u : ℝ → ℝ → ℝ) : Prop :=
  ∃ ut u₁ u₂ u₃ : ℝ → ℝ → ℝ,
    (∀ x t, HasDerivAt (fun s => u x s) (ut x t) t) ∧
    (∀ x t, HasDerivAt (fun y => u y t) (u₁ x t) x) ∧
    (∀ x t, HasDerivAt (fun y => u₁ y t) (u₂ x t) x) ∧
    (∀ x t, HasDerivAt (fun y => u₂ y t) (u₃ x t) x) ∧
    ∀ x t, ut x t + α * u x t * u₁ x t + β * u₃ x t = 0

/-- The profile `f` is three times differentiable and satisfies the travelling-wave
equation `-c f' + α f f' + β f''' = 0` everywhere. -/
def IsTravellingWave (α β c : ℝ) (f : ℝ → ℝ) : Prop :=
  ∃ f₁ f₂ f₃ : ℝ → ℝ,
    (∀ x, HasDerivAt f (f₁ x) x) ∧ (∀ x, HasDerivAt f₁ (f₂ x) x) ∧
    (∀ x, HasDerivAt f₂ (f₃ x) x) ∧
    ∀ x, -c * f₁ x + α * f x * f₁ x + β * f₃ x = 0

/-- The pulse `A / cosh² (x / w)` of height `A` and width `w ≠ 0`. -/
def profile (A w x : ℝ) : ℝ := A / Real.cosh (x / w) ^ 2

/-- The expression `-(2 / w) tanh (x / w)` times the pulse, for width `w ≠ 0`. -/
def profileSlope (A w x : ℝ) : ℝ := -(2 / w) * Real.tanh (x / w) * profile A w x

/-- A shape `f` moving rigidly at speed `c` solves the KdV equation exactly when `f`
solves the travelling-wave equation. -/
theorem solvesKdV_iff_travellingWave (α β c : ℝ) (f : ℝ → ℝ) :
    SolvesKdV α β (fun x t => f (x - c * t)) ↔ IsTravellingWave α β c f := by
  -- chain rule in time and in space
  have htime : ∀ g g' : ℝ → ℝ, (∀ x, HasDerivAt g (g' x) x) → ∀ x t,
      HasDerivAt (fun s => g (x - c * s)) (-c * g' (x - c * t)) t := by
    intro g g' hg x t
    have hlin : HasDerivAt (fun s : ℝ => x - c * s) (-c) t := by
      simpa using ((hasDerivAt_id' t).const_mul c).const_sub x
    exact ((hg (x - c * t)).comp t hlin).congr_deriv (by ring)
  have hspace : ∀ g g' : ℝ → ℝ, (∀ x, HasDerivAt g (g' x) x) → ∀ x t,
      HasDerivAt (fun y => g (y - c * t)) (g' (x - c * t)) x := by
    intro g g' hg x t
    have hlin : HasDerivAt (fun y : ℝ => y - c * t) 1 x :=
      (hasDerivAt_id' x).sub_const (c * t)
    exact ((hg (x - c * t)).comp x hlin).congr_deriv (by ring)
  constructor
  · rintro ⟨ut, u₁, u₂, u₃, ht, h1, h2, h3, h⟩
    -- the snapshot at time zero is the profile itself
    have hf : ∀ x, HasDerivAt f (u₁ x 0) x := fun x => by simpa using h1 x 0
    refine ⟨fun x => u₁ x 0, fun x => u₂ x 0, fun x => u₃ x 0, hf,
      fun x => h2 x 0, fun x => h3 x 0, fun x => ?_⟩
    have e := (ht x 0).unique (htime f (fun x => u₁ x 0) hf x 0)
    have hx := h x 0
    simp only [mul_zero, sub_zero] at e hx
    rw [e] at hx
    exact hx
  · rintro ⟨f₁, f₂, f₃, h1, h2, h3, h⟩
    exact ⟨fun x t => -c * f₁ (x - c * t), fun x t => f₁ (x - c * t),
      fun x t => f₂ (x - c * t), fun x t => f₃ (x - c * t),
      htime f f₁ h1, hspace f f₁ h1, hspace f₁ f₂ h2, hspace f₂ f₃ h3,
      fun x t => h (x - c * t)⟩

/-- The pulse can be written as `A (1 - tanh² (x / w))`. -/
theorem profile_eq_tanh (A w x : ℝ) :
    profile A w x = A * (1 - Real.tanh (x / w) ^ 2) := by
  have hC : Real.cosh (x / w) ^ 2 ≠ 0 := pow_ne_zero 2 (Real.cosh_pos _).ne'
  have hS : Real.sinh (x / w) ^ 2 = Real.cosh (x / w) ^ 2 - 1 := by
    linarith [Real.cosh_sq (x / w)]
  rw [profile, Real.tanh_eq_sinh_div_cosh, div_pow, hS, sub_div, div_self hC]
  ring

/-- The function `tanh (x / w)` has derivative `1 / (w cosh² (x / w))`. -/
theorem hasDerivAt_tanh_div (w x : ℝ) :
    HasDerivAt (fun y => Real.tanh (y / w)) (profile 1 w x / w) x := by
  have hl : HasDerivAt (fun y : ℝ => y / w) (1 / w) x := (hasDerivAt_id' x).div_const w
  simp only [Real.tanh_eq_sinh_div_cosh]
  refine (hl.sinh.fun_div hl.cosh (Real.cosh_pos _).ne').congr_deriv ?_
  have hn : Real.cosh (x / w) * (1 / w) * Real.cosh (x / w)
      - Real.sinh (x / w) * (Real.sinh (x / w) * (1 / w)) = 1 / w := by
    linear_combination (1 / w) * Real.cosh_sq (x / w)
  rw [hn, profile]
  ring

/-- The slope of the pulse is `-(2 / w) tanh (x / w)` times the pulse. -/
theorem hasDerivAt_profile (A w x : ℝ) :
    HasDerivAt (profile A w) (profileSlope A w x) x := by
  have hT := hasDerivAt_tanh_div w x
  have hfun : profile A w =
      fun y => A * (1 - Real.tanh (y / w) * Real.tanh (y / w)) := by
    funext y
    rw [profile_eq_tanh]
    ring
  rw [hfun]
  refine (((hT.fun_mul hT).const_sub 1).const_mul A).congr_deriv ?_
  simp only [profileSlope, profile]
  ring

/-- The expression `profileSlope` has derivative `(4 - 6 / cosh² (x / w)) / w²` times the pulse. -/
theorem hasDerivAt_profileSlope (A w x : ℝ) :
    HasDerivAt (profileSlope A w)
      ((4 - 6 * profile 1 w x) / w ^ 2 * profile A w x) x := by
  refine (((hasDerivAt_tanh_div w x).const_mul (-(2 / w))).fun_mul
    (hasDerivAt_profile A w x)).congr_deriv ?_
  simp only [profileSlope]
  linear_combination (4 / w ^ 2 * profile A w x) * profile_eq_tanh 1 w x

/-- The product of `(4 - 6 / cosh² (x / w)) / w²` and the pulse has derivative
`(4 - 12 / cosh² (x / w)) / w²` times `profileSlope`. -/
theorem hasDerivAt_profileCurvature (A w x : ℝ) :
    HasDerivAt (fun y => (4 - 6 * profile 1 w y) / w ^ 2 * profile A w y)
      ((4 - 12 * profile 1 w x) / w ^ 2 * profileSlope A w x) x := by
  refine (((((hasDerivAt_profile 1 w x).const_mul 6).const_sub 4).div_const
    (w ^ 2)).fun_mul (hasDerivAt_profile A w x)).congr_deriv ?_
  simp only [profileSlope, profile]
  ring

/-- A pulse `A / cosh² (x / w)` with `A ≠ 0` and `w > 0` solves the travelling-wave KdV
equation if and only if `c = α A / 3` and `α A w² = 12 β`. -/
theorem soliton_iff {A w : ℝ} (α β c : ℝ) (hA : A ≠ 0) (hw : 0 < w) :
    IsTravellingWave α β c (profile A w) ↔
      c = α * A / 3 ∧ α * A * w ^ 2 = 12 * β := by
  have hw2 : w ^ 2 ≠ 0 := pow_ne_zero 2 hw.ne'
  have ew : w ^ 2 * (w ^ 2)⁻¹ = 1 := mul_inv_cancel₀ hw2
  constructor
  · rintro ⟨f₁, f₂, f₃, h1, h2, h3, h⟩
    -- derivatives are unique, so they are the ones computed above
    have e1 : f₁ = profileSlope A w :=
      funext fun x => (h1 x).unique (hasDerivAt_profile A w x)
    subst e1
    have e2 : f₂ = fun x => (4 - 6 * profile 1 w x) / w ^ 2 * profile A w x :=
      funext fun x => (h2 x).unique (hasDerivAt_profileSlope A w x)
    subst e2
    have e3 := fun x => (h3 x).unique (hasDerivAt_profileCurvature A w x)
    -- away from the crest the slope can be divided out
    have key : ∀ z : ℝ, z ≠ 0 →
        (4 * β - c * w ^ 2) * Real.cosh z ^ 2 + (α * A * w ^ 2 - 12 * β) = 0 := by
      intro z hz
      have hC : Real.cosh z ≠ 0 := (Real.cosh_pos z).ne'
      have eC : Real.cosh z ^ 2 * (Real.cosh z ^ 2)⁻¹ = 1 :=
        mul_inv_cancel₀ (pow_ne_zero 2 hC)
      have hT : Real.tanh z ≠ 0 := by
        rw [Real.tanh_eq_sinh_div_cosh]
        exact div_ne_zero (mt Real.sinh_eq_zero.1 hz) hC
      have hzz : w * z / w = z := by field_simp
      have hx := h (w * z)
      rw [e3] at hx
      simp only [profileSlope, profile, hzz] at hx
      have hs : -(2 / w) * Real.tanh z * (A / Real.cosh z ^ 2) ≠ 0 :=
        mul_ne_zero (mul_ne_zero (neg_ne_zero.2 (div_ne_zero two_ne_zero hw.ne')) hT)
          (div_ne_zero hA (pow_ne_zero 2 hC))
      have hb : -c + α * (A / Real.cosh z ^ 2)
          + β * ((4 - 12 * (1 / Real.cosh z ^ 2)) / w ^ 2) = 0 := by
        apply mul_left_cancel₀ hs
        linear_combination hx
      linear_combination (w ^ 2 * Real.cosh z ^ 2) * hb - (α * A * w ^ 2) * eC
        - (4 * β * Real.cosh z ^ 2) * ew
        + 12 * β * (eC + (Real.cosh z ^ 2 * (Real.cosh z ^ 2)⁻¹) * ew)
    -- two different points separate the two coefficients
    have k1 := key 1 one_ne_zero
    have k2 := key 2 two_ne_zero
    have hlt : Real.cosh 1 < Real.cosh 2 := Real.cosh_lt_cosh.2 (by norm_num)
    have hd : Real.cosh 2 ^ 2 - Real.cosh 1 ^ 2 ≠ 0 := by
      have := Real.cosh_pos 1
      nlinarith
    have hP : 4 * β - c * w ^ 2 = 0 := by
      apply mul_right_cancel₀ hd
      linear_combination k2 - k1
    have hQ : α * A * w ^ 2 - 12 * β = 0 := by
      rw [hP] at k1
      linear_combination k1
    refine ⟨?_, by linear_combination hQ⟩
    apply mul_right_cancel₀ hw2
    linear_combination -hP - hQ / 3
  · rintro ⟨hc, h⟩
    refine ⟨_, _, _, hasDerivAt_profile A w, hasDerivAt_profileSlope A w,
      hasDerivAt_profileCurvature A w, fun x => ?_⟩
    have hβ : β = α * A * w ^ 2 / 12 := by linarith
    rw [hc, hβ]
    simp only [profileSlope, profile]
    linear_combination (α * A / 12 * (4 - 12 * (1 / Real.cosh (x / w) ^ 2)) *
      (-(2 / w) * Real.tanh (x / w) * (A / Real.cosh (x / w) ^ 2))) * ew

/-- For `α > 0`, let two pulses `A / cosh² (x / w)` of positive height and width solve the
travelling-wave equation with the same `α` and `β`. Then the taller one is faster and narrower. -/
theorem taller_faster_narrower {α β A₁ A₂ w₁ w₂ c₁ c₂ : ℝ} (hα : 0 < α)
    (hA₁ : 0 < A₁) (hA : A₁ < A₂) (hw₁ : 0 < w₁) (hw₂ : 0 < w₂)
    (h₁ : IsTravellingWave α β c₁ (profile A₁ w₁))
    (h₂ : IsTravellingWave α β c₂ (profile A₂ w₂)) : c₁ < c₂ ∧ w₂ < w₁ := by
  obtain ⟨hc₁, e₁⟩ := (soliton_iff α β c₁ hA₁.ne' hw₁).1 h₁
  obtain ⟨hc₂, e₂⟩ := (soliton_iff α β c₂ (hA₁.trans hA).ne' hw₂).1 h₂
  have hαA : α * A₁ < α * A₂ := mul_lt_mul_of_pos_left hA hα
  refine ⟨by linarith, ?_⟩
  by_contra hcon
  have hle : w₁ ≤ w₂ := not_lt.1 hcon
  have hsq : w₁ ^ 2 ≤ w₂ ^ 2 := by gcongr
  have s1 : α * A₁ * w₁ ^ 2 ≤ α * A₁ * w₂ ^ 2 :=
    mul_le_mul_of_nonneg_left hsq (mul_pos hα hA₁).le
  have s2 : α * A₁ * w₂ ^ 2 < α * A₂ * w₂ ^ 2 :=
    mul_lt_mul_of_pos_right hαA (pow_pos hw₂ 2)
  linarith

/-- For positive `α`, `β` and `c`, the pulse of height `3 c / α` and width `2 √(β / c)`
moving at speed `c` solves the KdV equation. -/
theorem soliton_of_speed {α β c : ℝ} (hα : 0 < α) (hβ : 0 < β) (hc : 0 < c) :
    SolvesKdV α β
      (fun x t => profile (3 * c / α) (2 * Real.sqrt (β / c)) (x - c * t)) := by
  have h1 : α * (3 * c / α) = 3 * c := by field_simp
  have h2 : c * (β / c) = β := by field_simp
  have hA : 3 * c / α ≠ 0 := by positivity
  have hw : 0 < 2 * Real.sqrt (β / c) := by positivity
  rw [solvesKdV_iff_travellingWave α β c (profile (3 * c / α) (2 * Real.sqrt (β / c))),
    soliton_iff α β c hA hw, h1, mul_pow, Real.sq_sqrt (div_pos hβ hc).le]
  exact ⟨by ring, by linear_combination 12 * h2⟩

end

end KdVSoliton
```

```lean
#print axioms KdVSoliton.solvesKdV_iff_travellingWave
#print axioms KdVSoliton.taller_faster_narrower
#print axioms KdVSoliton.soliton_of_speed
```

```
'KdVSoliton.solvesKdV_iff_travellingWave' depends on axioms: [propext, Classical.choice, Quot.sound]
'KdVSoliton.taller_faster_narrower' depends on axioms: [propext, Classical.choice, Quot.sound]
'KdVSoliton.soliton_of_speed' depends on axioms: [propext, Classical.choice, Quot.sound]
```

## From the chain rule to the two coefficients

`solvesKdV_iff_travellingWave` links field and profile. Its helpers `htime` and `hspace` are the chain rule in time and space. From field to profile, the proof looks at time zero and uses uniqueness of derivatives to identify `ut x 0` with −c f′(x). In the other direction it builds the four derivatives explicitly.

`profile_eq_tanh` is the identity S = 1 − T², multiplied by A. `hasDerivAt_tanh_div` differentiates tanh(x/w), and the next three lemmas establish f′, f″ and f‴ in the closed forms above.

In the forward half of `soliton_iff`, uniqueness of derivatives replaces the unknown `f₁`, `f₂` and `f₃` by these formulas. The statement `key` is the equation in cosh² z, obtained by evaluating at x = wz. There `hs` says that the slope is non-zero, and `mul_left_cancel₀ hs` divides it out. `k1` and `k2` are the cases z = 1 and z = 2; their difference gives `hP`, the vanishing of the first coefficient, and `hQ` follows for the second. The converse half substitutes the relations, and `linear_combination` verifies the cancellation.

`taller_faster_narrower` applies `soliton_iff` to both pulses. If w₁ ≤ w₂ held, then

αA₁w₁² ≤ αA₁w₂² < αA₂w₂²,

although both ends equal 12β. `soliton_of_speed` rewrites its goal with the two equivalences and checks the remaining algebra, using (√(β/c))² = β/c.
